# Fixed levels with Fermi–Dirac occupations have a nonnegative heat capacity at constant particle count

I have a finite set of band energies $e_i$ from a k-point mesh, with positive weights $w_i$, and I fill them with Fermi–Dirac occupations $f_i$. When I raise the temperature $T$, the chemical potential $\mu(T)$ must in general move to keep the electron count $\sum_i w_i f_i$ fixed. With $g_i = w_i f_i(1-f_i)$ and $k_B=1$, the band energy should then respond as

$$\frac{d}{dT}\sum_i w_i e_i f_i=\frac{1}{T^2}\left(\sum_i g_i e_i^2-\frac{(\sum_i g_i e_i)^2}{\sum_i g_i}\right)\ge 0 .$$

Can this be derived rigorously, with the drift of $\mu$ included, and checked by machine in Lean?

## The drift of the chemical potential leaves an energy variance

Yes, provided that the levels do not change with temperature and $\mu$ is differentiable at the temperature considered.

Put $x_i=(e_i-\mu)/T$, so that $f_i=1/(e^{x_i}+1)$ and $df_i/dx_i=-f_i(1-f_i)$. Since $dx_i/dT=-\mu'/T-(e_i-\mu)/T^2$,

$$\frac{df_i}{dT}=f_i(1-f_i)\left(\frac{\mu'}{T}+\frac{e_i-\mu}{T^2}\right).$$

Write $G=\sum_i g_i$, $S=\sum_i g_i e_i$ and $\bar e=S/G$. Each occupation lies strictly between 0 and 1, so $G>0$. The count is constant, hence

$$0=\left(\frac{\mu'}{T}-\frac{\mu}{T^2}\right)G+\frac{S}{T^2},\qquad \mu'=\frac{\mu-\bar e}{T}.$$

With this slope the bracket in $df_i/dT$ becomes $(e_i-\bar e)/T^2$, and the energy derivative is

$$\frac{1}{T^2}\sum_i g_i e_i(e_i-\bar e)=\frac{1}{T^2}\left(\sum_i g_i e_i^2-\frac{S^2}{G}\right).$$

For the sign, expand the square:

$$\sum_i g_i(e_i-\bar e)^2=\sum_i g_i e_i^2-2\bar e S+\bar e^2G=\sum_i g_i e_i^2-\frac{S^2}{G}.$$

The left side is nonnegative. It is $G$ times the variance of the level energies under the normalised weights $g_i/G$.

## Two levels in numbers

Take levels $0$ and $2a$ with $a=\ln 3$, unit weights and a mean electron count of one. By symmetry $\mu=a$ keeps the count at every $T>0$. At $T=1$ the occupations are $3/4$ and $1/4$, so both $g_i$ equal $3/16$. Then $\sum g e^2=\tfrac34a^2$ and $S^2/G=\tfrac38a^2$, which gives a heat capacity of $\tfrac38a^2\approx0.453$. Differentiating the energy $2a/(e^{a/T}+1)$ directly at $T=1$ gives the same value. A system that holds exactly one electron is a different case: its upper level is occupied with probability $1/(e^{2a/T}+1)$, which is $1/10$ at $T=1$. Fermi–Dirac occupations fix only the mean count.

## What the Lean theorem says

The finite type `ι` labels the levels, and `[Nonempty ι]` says that there is at least one. The functions `w` and `e` hold weights and energies, and `μ : ℝ → ℝ` is the chemical potential as a function of temperature. The hypothesis `hN` fixes the count to `N` at every positive temperature, while `hμ` asks for differentiability only at `T`; it is assumed here, not derived from the count condition.

`heatCapacity` is defined as the right-hand expression alone. That it is the derivative of `energy` along the moving `μ` is the content of `hasDerivAt_energy_fixed_count`, together with the sign. `heatCapacity_eq_zero_iff` adds that the expression vanishes exactly when all levels coincide.

For a finite k-point mesh with frozen bands, the result gives the temperature derivative of the band energy from the level energies, weights and occupations at a single temperature. It does not cover levels that shift with temperature through self-consistency or lattice motion, negative weights, or other smearing functions.

```lean
import Mathlib

open Finset

namespace FixedCountHeatCapacity

noncomputable section

variable {ι : Type*} [Fintype ι]

/-- Fermi-Dirac occupation of a level `ε` at chemical potential `μ` and temperature `T ≠ 0`,
in units with Boltzmann constant one. -/
def fermi (ε μ T : ℝ) : ℝ := 1 / (Real.exp ((ε - μ) / T) + 1)

/-- Particle count `∑ w f` of levels `e` with weights `w`, for `T ≠ 0`. -/
def count (w e : ι → ℝ) (μ T : ℝ) : ℝ := ∑ i, w i * fermi (e i) μ T

/-- Band energy `∑ w e f`, for `T ≠ 0`. -/
def energy (w e : ι → ℝ) (μ T : ℝ) : ℝ := ∑ i, w i * e i * fermi (e i) μ T

/-- Thermal weight `g = w f (1 - f)` of a level, for `T ≠ 0`. -/
def thermalWeight (w e : ι → ℝ) (μ T : ℝ) (i : ι) : ℝ :=
  w i * (fermi (e i) μ T * (1 - fermi (e i) μ T))

/-- Mean level energy under the thermal weights, for `T ≠ 0` and nonzero total thermal weight. -/
def meanEnergy (w e : ι → ℝ) (μ T : ℝ) : ℝ :=
  (∑ i, thermalWeight w e μ T i * e i) / ∑ i, thermalWeight w e μ T i

/-- The expression `(∑ g e² - (∑ g e)² / ∑ g) / T²`, for `T ≠ 0` and nonzero total thermal
weight. -/
def heatCapacity (w e : ι → ℝ) (μ T : ℝ) : ℝ :=
  (∑ i, thermalWeight w e μ T i * e i ^ 2
    - (∑ i, thermalWeight w e μ T i * e i) ^ 2 / ∑ i, thermalWeight w e μ T i) / T ^ 2

omit [Fintype ι] in
/-- A level of positive weight has positive thermal weight. -/
theorem thermalWeight_pos (w e : ι → ℝ) (μ T : ℝ) (i : ι) (hw : 0 < w i) :
    0 < thermalWeight w e μ T i := by
  have h0 : 0 < fermi (e i) μ T := by
    unfold fermi
    positivity
  have h1 : fermi (e i) μ T < 1 := by
    unfold fermi
    rw [div_lt_one (by positivity)]
    linarith [Real.exp_pos ((e i - μ) / T)]
  exact mul_pos hw (mul_pos h0 (sub_pos.mpr h1))

/-- Temperature derivative of an occupation at `T ≠ 0` when the chemical potential moves with
slope `m`. -/
theorem hasDerivAt_fermi (ε : ℝ) {μ : ℝ → ℝ} {m T : ℝ} (hT : T ≠ 0) (hμ : HasDerivAt μ m T) :
    HasDerivAt (fun t => fermi ε (μ t) t)
      (fermi ε (μ T) T * (1 - fermi ε (μ T) T) * (m / T + (ε - μ T) / T ^ 2)) T := by
  have hx : HasDerivAt (fun t => (ε - μ t) / t) (((0 - m) * T - (ε - μ T) * 1) / T ^ 2) T :=
    ((hasDerivAt_const T ε).fun_sub hμ).fun_div (hasDerivAt_id' T) hT
  have hpos : Real.exp ((ε - μ T) / T) + 1 ≠ 0 := by positivity
  have h : HasDerivAt (fun t => 1 / (Real.exp ((ε - μ t) / t) + 1))
      ((0 * (Real.exp ((ε - μ T) / T) + 1) - 1 * (Real.exp ((ε - μ T) / T) *
        (((0 - m) * T - (ε - μ T) * 1) / T ^ 2))) / (Real.exp ((ε - μ T) / T) + 1) ^ 2) T :=
    (hasDerivAt_const T (1 : ℝ)).fun_div (hx.exp.add_const 1) hpos
  unfold fermi
  refine h.congr_deriv ?_
  generalize Real.exp ((ε - μ T) / T) = E at hpos ⊢
  field_simp
  ring

/-- If there is at least one level, all weights are positive, and the count is the same at all
positive temperatures, the slope of the chemical potential at `T > 0` is `(μ - ē) / T`, with `ē` the
thermally weighted mean energy. -/
theorem chemicalPotential_slope [Nonempty ι] {w e : ι → ℝ} (hw : ∀ i, 0 < w i) {μ : ℝ → ℝ}
    {N m T : ℝ} (hT : 0 < T) (hμ : HasDerivAt μ m T)
    (hN : ∀ t, 0 < t → count w e (μ t) t = N) :
    m = (μ T - meanEnergy w e (μ T) T) / T := by
  have hG : 0 < ∑ i, thermalWeight w e (μ T) T i :=
    sum_pos (fun i _ => thermalWeight_pos w e _ _ i (hw i)) univ_nonempty
  have hc : HasDerivAt (fun t => count w e (μ t) t)
      (∑ i, w i * (fermi (e i) (μ T) T * (1 - fermi (e i) (μ T) T)
        * (m / T + (e i - μ T) / T ^ 2))) T := by
    unfold count
    exact HasDerivAt.fun_sum fun i _ => (hasDerivAt_fermi (e i) hT.ne' hμ).const_mul (w i)
  -- the count is constant near `T`, so its derivative vanishes
  have h0 : HasDerivAt (fun t => count w e (μ t) t) 0 T :=
    (hasDerivAt_const T N).congr_of_eventuallyEq (by
      filter_upwards [Ioi_mem_nhds hT] with t ht using hN t ht)
  have h := hc.unique h0
  have hs : ∑ i, w i * (fermi (e i) (μ T) T * (1 - fermi (e i) (μ T) T)
        * (m / T + (e i - μ T) / T ^ 2))
      = (m / T - μ T / T ^ 2) * ∑ i, thermalWeight w e (μ T) T i
        + (∑ i, thermalWeight w e (μ T) T i * e i) / T ^ 2 := by
    rw [mul_sum, sum_div, ← sum_add_distrib]
    refine sum_congr rfl fun i _ => ?_
    unfold thermalWeight
    ring
  rw [hs] at h
  unfold meanEnergy
  generalize (∑ i, thermalWeight w e (μ T) T i) = G at hG h ⊢
  generalize (∑ i, thermalWeight w e (μ T) T i * e i) = S at h ⊢
  have h2 : S / G = μ T - m * T := by
    rw [div_eq_iff hG.ne']
    field_simp at h
    linear_combination h
  rw [h2, eq_div_iff hT.ne']
  ring

/-- For positive weights, the heat-capacity expression is the thermally weighted sum of squared
deviations from the mean energy, divided by `T²`. -/
theorem heatCapacity_eq_variance [Nonempty ι] {w : ι → ℝ} (hw : ∀ i, 0 < w i) (e : ι → ℝ)
    (μ T : ℝ) : heatCapacity w e μ T =
      (∑ i, thermalWeight w e μ T i * (e i - meanEnergy w e μ T) ^ 2) / T ^ 2 := by
  have hG : 0 < ∑ i, thermalWeight w e μ T i :=
    sum_pos (fun i _ => thermalWeight_pos w e _ _ i (hw i)) univ_nonempty
  have hs : ∀ a : ℝ, ∑ i, thermalWeight w e μ T i * (e i - a) ^ 2
      = ∑ i, thermalWeight w e μ T i * e i ^ 2 - 2 * a * ∑ i, thermalWeight w e μ T i * e i
        + a ^ 2 * ∑ i, thermalWeight w e μ T i := by
    intro a
    rw [mul_sum, mul_sum, ← sum_sub_distrib, ← sum_add_distrib]
    exact sum_congr rfl fun i _ => by ring
  rw [hs]
  unfold heatCapacity meanEnergy
  generalize (∑ i, thermalWeight w e μ T i) = G at hG ⊢
  congr 1
  field_simp
  ring

/-- Heat capacity at fixed count: for positively weighted levels whose count is the same at all
positive temperatures, and `μ` differentiable at `T > 0`, the temperature derivative of the band
energy is `(∑ g e² - (∑ g e)² / ∑ g) / T²`, and it is nonnegative. -/
theorem hasDerivAt_energy_fixed_count [Nonempty ι] {w e : ι → ℝ} (hw : ∀ i, 0 < w i)
    {μ : ℝ → ℝ} {N T : ℝ} (hT : 0 < T) (hμ : DifferentiableAt ℝ μ T)
    (hN : ∀ t, 0 < t → count w e (μ t) t = N) :
    HasDerivAt (fun t => energy w e (μ t) t) (heatCapacity w e (μ T) T) T ∧
      0 ≤ heatCapacity w e (μ T) T := by
  constructor
  · have hm := chemicalPotential_slope hw hT hμ.hasDerivAt hN
    have hE : HasDerivAt (fun t => energy w e (μ t) t)
        (∑ i, w i * e i * (fermi (e i) (μ T) T * (1 - fermi (e i) (μ T) T)
          * (deriv μ T / T + (e i - μ T) / T ^ 2))) T := by
      unfold energy
      exact HasDerivAt.fun_sum fun i _ =>
        (hasDerivAt_fermi (e i) hT.ne' hμ.hasDerivAt).const_mul (w i * e i)
    refine hE.congr_deriv ?_
    -- insert the slope of the chemical potential
    rw [hm]
    calc _ = (∑ i, thermalWeight w e (μ T) T i * e i ^ 2
          - meanEnergy w e (μ T) T * ∑ i, thermalWeight w e (μ T) T i * e i) / T ^ 2 := by
          rw [mul_sum, ← sum_sub_distrib, sum_div]
          refine sum_congr rfl fun i _ => ?_
          unfold thermalWeight
          ring
      _ = heatCapacity w e (μ T) T := by
          unfold heatCapacity meanEnergy
          ring
  · rw [heatCapacity_eq_variance hw]
    exact div_nonneg (sum_nonneg fun i _ =>
      mul_nonneg (thermalWeight_pos w e _ _ i (hw i)).le (sq_nonneg _)) (sq_nonneg T)

/-- For positive weights and `T > 0`, the heat-capacity expression vanishes exactly when all
levels have the same energy. -/
theorem heatCapacity_eq_zero_iff [Nonempty ι] {w : ι → ℝ} (hw : ∀ i, 0 < w i) (e : ι → ℝ)
    (μ : ℝ) {T : ℝ} (hT : 0 < T) : heatCapacity w e μ T = 0 ↔ ∀ i j, e i = e j := by
  have hg := fun i => thermalWeight_pos w e μ T i (hw i)
  have hG : 0 < ∑ i, thermalWeight w e μ T i := sum_pos (fun i _ => hg i) univ_nonempty
  rw [heatCapacity_eq_variance hw]
  constructor
  · intro h
    have h1 := (div_eq_zero_iff.mp h).resolve_right (pow_ne_zero 2 hT.ne')
    rw [sum_eq_zero_iff_of_nonneg fun i _ => mul_nonneg (hg i).le (sq_nonneg _)] at h1
    have h2 : ∀ i, e i = meanEnergy w e μ T := fun i =>
      sub_eq_zero.mp (pow_eq_zero_iff two_ne_zero |>.mp
        ((mul_eq_zero.mp (h1 i (mem_univ i))).resolve_left (hg i).ne'))
    exact fun i j => (h2 i).trans (h2 j).symm
  · intro h
    have h2 : ∀ i, meanEnergy w e μ T = e i := by
      intro i
      unfold meanEnergy
      rw [div_eq_iff hG.ne', mul_sum]
      exact sum_congr rfl fun j _ => by rw [h j i, mul_comm]
    rw [sum_eq_zero fun i _ => by rw [h2 i, sub_self]; ring, zero_div]

end

end FixedCountHeatCapacity
```

```lean
#print axioms FixedCountHeatCapacity.hasDerivAt_energy_fixed_count
-- 'FixedCountHeatCapacity.hasDerivAt_energy_fixed_count' depends on axioms: [propext, Classical.choice, Quot.sound]
#print axioms FixedCountHeatCapacity.heatCapacity_eq_zero_iff
-- 'FixedCountHeatCapacity.heatCapacity_eq_zero_iff' depends on axioms: [propext, Classical.choice, Quot.sound]
```

## From the occupation derivative to the sign

`thermalWeight_pos` proves $0<f_i<1$ and hence $g_i>0$. `hasDerivAt_fermi` is the chain-rule step, for any slope `m` of the chemical potential.

`chemicalPotential_slope` finds two derivatives of the count at `T`: the sum of the occupation derivatives, and zero, because the count is constant in a neighbourhood of `T`. Uniqueness of the derivative (`hc.unique h0`) equates them, and the remaining algebra solves for `m`.

In the main theorem, `rw [hm]` inserts that slope into the energy derivative, and the `calc` block collects the sums into `heatCapacity`. The sign comes from `heatCapacity_eq_variance`, which expands the square as above. The vanishing criterion uses the same form: a sum of nonnegative terms is zero only if each term is, so every $e_i$ equals $\bar e$. Conversely, equal levels all sit at their mean.
